# The initial velocity of a density matrix under an orbital rotation is the commutator [X, P]

In a finite orthonormal basis of real orbitals, an orbital rotation with antisymmetric generator X carries the density matrix P along the curve exp(tX) P exp(−tX). The lemma states that the derivative of this curve at t = 0 is the commutator XP − PX. It holds for arbitrary real square matrices X and P: the statement needs neither the antisymmetry of X, which makes exp(tX) orthogonal, nor the symmetry or idempotency of P. The proof differentiates the two exponentials at zero, with derivatives X and −X, and combines them by the product rule.

Lean 4 with Mathlib refuses this proof:

```lean
import Mathlib

open Matrix

namespace LevelShiftDescent

noncomputable section

variable {n o v : Type*} [Fintype n] [DecidableEq n] [Fintype o] [DecidableEq o]
  [Fintype v] [DecidableEq v]

/-- The density matrix rotated by the orbital rotation `exp(tX)`. -/
def rotate (X P : Matrix n n ℝ) (t : ℝ) : Matrix n n ℝ :=
  NormedSpace.exp (t • X) * P * NormedSpace.exp (-(t • X))

open scoped Matrix.Norms.Operator in
/-- The rotated density matrix starts out with velocity `XP - PX`. -/
theorem rotate_hasDerivAt (X P : Matrix n n ℝ) :
    HasDerivAt (fun t => rotate X P t) (X * P - P * X) 0 := by
  have h1 : HasDerivAt (fun t : ℝ => NormedSpace.exp (t • X)) X 0 := by
    simpa using hasDerivAt_exp_smul_const X (0 : ℝ)
  have h2 : HasDerivAt (fun t : ℝ => NormedSpace.exp (-(t • X))) (-X) 0 := by
    simpa using hasDerivAt_exp_smul_const (-X) (0 : ℝ)
  refine ((h1.mul_const P).fun_mul h2).congr_deriv ?_
  simp [sub_eq_add_neg]

end

end LevelShiftDescent
```

The compiler's answer:

```
Main.lean:21:4: error: Type mismatch: After simplification, term
  hasDerivAt_exp_smul_const X 0
 has type
  @HasDerivAt ℝ DenselyNormedField.toNontriviallyNormedField (Matrix n n ℝ) Matrix.linftyOpNormedRing.toAddCommGroup
    (NormedAlgebra.toNormedSpace (Matrix n n ℝ)).toModule PseudoMetricSpace.toUniformSpace.toTopologicalSpace ⋯
    (fun u => NormedSpace.exp (u • X)) X 0
but is expected to have type
  @HasDerivAt ℝ DenselyNormedField.toNontriviallyNormedField (Matrix n n ℝ) addCommGroup module
    instTopologicalSpaceMatrix ⋯ (fun t => NormedSpace.exp (t • X)) X 0
Main.lean:23:4: error: Type mismatch: After simplification, term
  hasDerivAt_exp_smul_const (-X) 0
 has type
  @HasDerivAt ℝ DenselyNormedField.toNontriviallyNormedField (Matrix n n ℝ) Matrix.linftyOpNormedRing.toAddCommGroup
    (NormedAlgebra.toNormedSpace (Matrix n n ℝ)).toModule PseudoMetricSpace.toUniformSpace.toTopologicalSpace ⋯
    (fun u => NormedSpace.exp (-(u • X))) (-X) 0
but is expected to have type
  @HasDerivAt ℝ DenselyNormedField.toNontriviallyNormedField (Matrix n n ℝ) addCommGroup module
    instTopologicalSpaceMatrix ⋯ (fun t => NormedSpace.exp (-(t • X))) (-X) 0
```

Lean accepts the file once it reads:

```diff
@@ -19,7 +19,11 @@
     HasDerivAt (fun t => rotate X P t) (X * P - P * X) 0 := by
   have h1 : HasDerivAt (fun t : ℝ => NormedSpace.exp (t • X)) X 0 := by
-    simpa using hasDerivAt_exp_smul_const X (0 : ℝ)
+    have hX := hasDerivAt_exp_smul_const X (0 : ℝ)
+    simp at hX
+    exact hX
   have h2 : HasDerivAt (fun t : ℝ => NormedSpace.exp (-(t • X))) (-X) 0 := by
-    simpa using hasDerivAt_exp_smul_const (-X) (0 : ℝ)
+    have hX := hasDerivAt_exp_smul_const (-X) (0 : ℝ)
+    simp at hX
+    exact hX
   refine ((h1.mul_const P).fun_mul h2).congr_deriv ?_
   simp [sub_eq_add_neg]
```

What went wrong. Both messages report a type mismatch after simplification. The function, derivative and point already agree; what differs is the structure on the matrix space. `hasDerivAt_exp_smul_const` reaches its additive group, module and topology through the operator-norm structure, as `Matrix.linftyOpNormedRing` shows, while the goal uses the direct matrix instances, such as `instTopologicalSpaceMatrix`.

These structures are equal by definition, but seeing this requires unfolding the instances. The closing comparison in `simpa` does not unfold far enough, so it rejects the term.

The repair splits the step in two, for `h1` and `h2` alike. `simp at hX` does the same simplification, evaluating the derivative at zero and, for `h2`, turning `t • -X` into `-(t • X)`. Then `exact hX` compares the result with the goal while unfolding more definitions, and accepts it. The mathematical argument is unchanged.
